# In a stable harmonic slab, freeing more coordinates lowers the surface energy exactly when a residual force acts on them

My surface energy came out too high because I froze the wrong layers. In the unrelaxed slab only the outermost atoms felt a force, so I relaxed those and held everything deeper fixed. When I later freed the next layer as well, the energy dropped again, although that layer had started with zero force. If the initial forces don't tell me which frozen atoms still matter, what does? And can freeing more atoms ever make the relaxation energy smaller?

## The forces left after the first relaxation decide

Look at the forces on the frozen atoms after the partial relaxation, evaluated without the constraint. In a harmonic model with positive definite force constants, freeing further coordinates never reduces the relaxation energy, and it releases more energy exactly when the residual force on at least one of the newly freed coordinates is nonzero.

Let $f$ be the forces at the unrelaxed geometry and $K$ the real symmetric positive definite matrix of force constants. A displacement $x$ releases the energy

$$G(x)=\langle f,x\rangle-\tfrac12\langle x,Kx\rangle$$

and leaves the force $r(x)=f-Kx$. Let $R(S)$ be the maximum of $G$ over displacements that vanish outside a set $S$ of coordinates, and let $x_S$ be the maximiser. For a frozen coordinate $i\notin S$,

$$r_i(x_S)=f_i-\sum_{j\in S}K_{ij}(x_S)_j .$$

This can be nonzero even if $f_i=0$: the displaced outer layer exerts a force on the layer below. In the harmonic model, that is what happened in your slab. It can happen again one layer deeper, so check the forces on the frozen atoms after each new relaxation.

**Expanding the gain.** Add a further displacement $d$ to $x$. Symmetry gives $\langle x,Kd\rangle=\langle d,Kx\rangle=\langle Kx,d\rangle$, so

$$G(x+d)=G(x)+\langle r(x),d\rangle-\tfrac12\langle d,Kd\rangle .$$

**Balancing the forces on $S$.** Define a linear map $L$ by $(Lx)_i=(Kx)_i$ for $i\in S$ and $(Lx)_i=x_i$ for $i\notin S$. If $Lx=0$, then $x$ vanishes outside $S$ and $Kx$ vanishes on $S$. Hence $\langle x,Kx\rangle=0$, and so $x=0$. An injective linear map of a finite-dimensional space to itself is surjective, so we can solve $Lx=b$ with $b_i=f_i$ on $S$ and $b_i=0$ elsewhere. The solution is supported on $S$ and has $r(x)=0$ there.

**Completing the square.** Let $x$ be such a balanced displacement and $y$ any displacement supported on $S$. The vector $y-x$ is supported where $r(x)$ vanishes, so the linear term is zero:

$$G(y)=G(x)-\tfrac12\langle y-x,K(y-x)\rangle .$$

Every $y\neq x$ gains strictly less. The maximiser is therefore unique, and a displacement supported on $S$ is the maximiser exactly when its residual force vanishes on $S$.

**Comparing two sets.** Let $S\subseteq T$. Since $x_S$ is also supported on $T$, the last formula applies on $T$ with $x=x_T$ and $y=x_S$:

$$R(T)-R(S)=\tfrac12\langle x_S-x_T,K(x_S-x_T)\rangle\ge 0 .$$

Equality means $x_S=x_T$, which holds exactly when $r(x_S)$ vanishes on all of $T$.

**A guaranteed gain.** Take $i\in T$ and write $r_i=r_i(x_S)$. Moving coordinate $i$ alone by $t$ from $x_S$ changes the gain by $r_it-K_{ii}t^2/2$, where $K_{ii}>0$ by positive definiteness. With $t=r_i/K_{ii}$ this gives

$$R(T)\ge R(S)+\frac{r_i^2}{2K_{ii}} .$$

The smallest case has $S=\varnothing$ and $T=\{i\}$. Then $x_S=0$, $R(S)=0$ and the residual force is $f$ itself, so the initial force does decide the first step. Here $R(T)=f_i^2/(2K_{ii})$, and the bound is attained.

**Surface energy.** For a slab with two faces of area $A>0$, unrelaxed energy $E_0$ and bulk reference energy $E_b$,

$$\gamma(S)=\frac{E_0-R(S)-E_b}{2A},\qquad \gamma(S)-\gamma(T)=\frac{R(T)-R(S)}{2A}.$$

So $\gamma(T)<\gamma(S)$ exactly when some residual force on $T$ is nonzero. If the two faces differ, for instance because only one of them is relaxed, $\gamma$ is the mean of their surface energies.

## Slab coordinates, forces and energies in Lean

The finite type `n` labels scalar coordinates, not atoms, so a single Cartesian component can be freed. `IsStable K` says that $K$ is symmetric and that $\langle x,Kx\rangle>0$ for every nonzero real $x$. `energyGain` is $G$, positive when energy is released, and `residualForce` is $r$. `SupportedOn S x` says that coordinates outside $S$ do not move, and `IsRelaxed K f S x` that $x$ is a maximiser on $S$.

`relaxationEnergy` is defined as a supremum. For stable $K$, `existsUnique_isRelaxed` supplies exactly one maximiser, and `relaxationEnergy_eq` identifies the supremum with its gain.

The main theorem, `relaxationEnergy_mono`, takes a stable $K$, sets $S\subseteq T$ and the relaxed displacement $x$ on $S$. It concludes that $R(S)\le R(T)$, with equality if and only if `residualForce K f x i = 0` for every $i\in T$. `relaxationEnergy_add_le` is the single-coordinate bound, and `surfaceEnergy_lt_iff` is the criterion for the surface energy.

Positive definiteness is assumed for the whole coordinate set. It stands for a slab in which every displacement costs elastic energy. A slab free to translate as a whole violates it, so `n` should leave out enough permanently fixed coordinates to remove such motions. The model keeps $f$ and $K$ constant, which excludes anharmonicity and reconstruction into another energy minimum. The energies $E_0$ and $E_b$ are arbitrary real inputs; the physics requires that they refer to the same amount of material.

Symmetry matters too, for instance when $K$ comes from finite differences of forces and is symmetric only approximately. The following matrix is deliberately far from symmetric and is not the force-constant matrix of any energy. Take

$$K=\begin{pmatrix}1&1\\-1&1\end{pmatrix},\qquad f=\begin{pmatrix}1\\0\end{pmatrix},\qquad S=\{1\},\quad T=\{1,2\}.$$

Then $\langle x,Kx\rangle=x_1^2+x_2^2$ is positive for $x\ne0$, and both maxima equal $\tfrac12$, attained at $(1,0)$. Yet $f-Kx_S=(0,1)$ does not vanish on $T$. Positivity of the quadratic form alone is thus not enough for the equality criterion.

```lean
import Mathlib

open Matrix

namespace SlabRelaxation

noncomputable section

variable {n : Type*} [Fintype n] {K : Matrix n n ℝ} {f : n → ℝ} {S T : Set n}

/-- Force constants of a stable slab: a real symmetric positive definite matrix. -/
structure IsStable (K : Matrix n n ℝ) : Prop where
  symm : K.IsSymm
  pos : ∀ x : n → ℝ, x ≠ 0 → 0 < x ⬝ᵥ (K *ᵥ x)

/-- Harmonic energy released when the slab with initial forces `f` is displaced by `x`. -/
def energyGain (K : Matrix n n ℝ) (f x : n → ℝ) : ℝ :=
  f ⬝ᵥ x - (x ⬝ᵥ (K *ᵥ x)) / 2

/-- Force that remains on each coordinate after the displacement `x`. -/
def residualForce (K : Matrix n n ℝ) (f x : n → ℝ) : n → ℝ := f - K *ᵥ x

/-- Only the coordinates in `S` are displaced; all others are frozen. -/
def SupportedOn (S : Set n) (x : n → ℝ) : Prop := ∀ i, i ∉ S → x i = 0

/-- The displacement `x` maximises the energy gain among those supported on `S`. -/
def IsRelaxed (K : Matrix n n ℝ) (f : n → ℝ) (S : Set n) (x : n → ℝ) : Prop :=
  SupportedOn S x ∧ ∀ y, SupportedOn S y → energyGain K f y ≤ energyGain K f x

/-- Relaxation energy `R(S)`: the supremum of the energy gain over displacements
supported on `S`. -/
def relaxationEnergy (K : Matrix n n ℝ) (f : n → ℝ) (S : Set n) : ℝ :=
  sSup (energyGain K f '' {x | SupportedOn S x})

/-- Surface energy of a slab with two faces of area `A ≠ 0`, unrelaxed energy `E₀` and bulk
reference energy `Eb`, after relaxation of the coordinates in `S`. -/
def surfaceEnergy (E₀ Eb A : ℝ) (K : Matrix n n ℝ) (f : n → ℝ) (S : Set n) : ℝ :=
  (E₀ - relaxationEnergy K f S - Eb) / (2 * A)

/-- The elastic energy of a stable slab is nonnegative for every displacement. -/
theorem IsStable.nonneg (hK : IsStable K) (x : n → ℝ) : 0 ≤ x ⬝ᵥ (K *ᵥ x) := by
  rcases eq_or_ne x 0 with rfl | h
  · simp
  · exact (hK.pos x h).le

/-- Forces that vanish on `S` do no work in a displacement supported on `S`. -/
theorem work_eq_zero {r d : n → ℝ} (hr : ∀ i ∈ S, r i = 0) (hd : SupportedOn S d) :
    r ⬝ᵥ d = 0 := by
  show ∑ i, r i * d i = 0
  refine Finset.sum_eq_zero fun i _ => ?_
  by_cases h : i ∈ S
  · rw [hr i h, zero_mul]
  · rw [hd i h, mul_zero]

/-- For symmetric force constants, a further displacement `d` gains the work of the residual
force minus the elastic energy of `d`. -/
theorem energyGain_add (hK : K.IsSymm) (f x d : n → ℝ) :
    energyGain K f (x + d) =
      energyGain K f x + residualForce K f x ⬝ᵥ d - (d ⬝ᵥ (K *ᵥ d)) / 2 := by
  have hs : x ⬝ᵥ (K *ᵥ d) = (K *ᵥ x) ⬝ᵥ d := by
    rw [Matrix.dotProduct_mulVec, ← Matrix.mulVec_transpose, hK.eq]
  have hc : d ⬝ᵥ (K *ᵥ x) = (K *ᵥ x) ⬝ᵥ d := dotProduct_comm _ _
  simp only [energyGain, residualForce, Matrix.mulVec_add, dotProduct_add, add_dotProduct,
    sub_dotProduct]
  rw [hs, hc]
  ring

/-- In a stable slab some displacement supported on `S` balances all forces on `S`. -/
theorem exists_equilibrium (hK : IsStable K) (f : n → ℝ) (S : Set n) :
    ∃ x, SupportedOn S x ∧ ∀ i ∈ S, residualForce K f x i = 0 := by
  classical
  -- elastic force on the free coordinates, displacement itself on the frozen ones
  let L : (n → ℝ) →ₗ[ℝ] (n → ℝ) :=
    { toFun := fun x i => if i ∈ S then (K *ᵥ x) i else x i
      map_add' := fun x y => by
        ext i
        by_cases h : i ∈ S <;> simp [h, Matrix.mulVec_add]
      map_smul' := fun c x => by
        ext i
        by_cases h : i ∈ S <;> simp [h, Matrix.mulVec_smul] }
  have hLS : ∀ x i, i ∈ S → L x i = (K *ᵥ x) i := fun x i h => if_pos h
  have hLn : ∀ x i, i ∉ S → L x i = x i := fun x i h => if_neg h
  have hinj : Function.Injective L := by
    rw [injective_iff_map_eq_zero]
    intro x hx
    by_contra hne
    have h0 : (K *ᵥ x) ⬝ᵥ x = 0 := work_eq_zero (S := S)
      (fun i h => (hLS x i h).symm.trans (congrFun hx i))
      (fun i h => (hLn x i h).symm.trans (congrFun hx i))
    have hp := hK.pos x hne
    rw [dotProduct_comm] at hp
    linarith
  -- in finite dimension injectivity gives solvability
  obtain ⟨x, hx⟩ := LinearMap.injective_iff_surjective.mp hinj
    (fun i => if i ∈ S then f i else 0)
  refine ⟨x, fun i h => (hLn x i h).symm.trans ((congrFun hx i).trans (if_neg h)),
    fun i h => ?_⟩
  have e : (K *ᵥ x) i = f i := (hLS x i h).symm.trans ((congrFun hx i).trans (if_pos h))
  rw [residualForce, Pi.sub_apply, e, sub_self]

/-- For symmetric force constants, the energy gain of a displacement `y` supported on `S` is that of
a displacement `x` supported on `S` and force-balanced there, minus the elastic energy of `y - x`.
-/
theorem energyGain_eq_sub (hK : K.IsSymm) {x y : n → ℝ} (hx : SupportedOn S x)
    (hr : ∀ i ∈ S, residualForce K f x i = 0) (hy : SupportedOn S y) :
    energyGain K f y = energyGain K f x - ((y - x) ⬝ᵥ (K *ᵥ (y - x))) / 2 := by
  have hd : SupportedOn S (y - x) := fun i h => by simp [hx i h, hy i h]
  have h := energyGain_add hK f x (y - x)
  rw [add_sub_cancel, work_eq_zero hr hd] at h
  linarith

/-- In a stable slab a displacement supported on `S` is relaxed exactly when the residual
force vanishes on `S`. -/
theorem isRelaxed_iff (hK : IsStable K) {x : n → ℝ} :
    IsRelaxed K f S x ↔ SupportedOn S x ∧ ∀ i ∈ S, residualForce K f x i = 0 := by
  constructor
  · rintro ⟨hx, hmax⟩
    obtain ⟨z, hz, hr⟩ := exists_equilibrium hK f S
    have h := energyGain_eq_sub hK.symm hz hr hx
    have hzx := hmax z hz
    have hxz : x = z := by
      by_contra hne
      have := hK.pos (x - z) (sub_ne_zero.mpr hne)
      linarith
    subst hxz
    exact ⟨hx, hr⟩
  · rintro ⟨hx, hr⟩
    refine ⟨hx, fun y hy => ?_⟩
    have h := energyGain_eq_sub hK.symm hx hr hy
    linarith [hK.nonneg (y - x)]

/-- A stable slab has exactly one relaxed displacement for each set of free coordinates. -/
theorem existsUnique_isRelaxed (hK : IsStable K) (f : n → ℝ) (S : Set n) :
    ∃! x, IsRelaxed K f S x := by
  obtain ⟨x, hx, hr⟩ := exists_equilibrium hK f S
  refine ⟨x, (isRelaxed_iff hK).mpr ⟨hx, hr⟩, fun y hy => ?_⟩
  by_contra hne
  have h := energyGain_eq_sub hK.symm hx hr hy.1
  linarith [hK.pos (y - x) (sub_ne_zero.mpr hne), hy.2 x hx]

/-- The relaxation energy is the energy gain of a relaxed displacement. -/
theorem relaxationEnergy_eq {x : n → ℝ} (hx : IsRelaxed K f S x) :
    relaxationEnergy K f S = energyGain K f x := by
  apply IsGreatest.csSup_eq
  refine ⟨⟨x, hx.1, rfl⟩, ?_⟩
  rintro _ ⟨y, hy, rfl⟩
  exact hx.2 y hy

/-- Freeing more coordinates of a stable slab never lowers the relaxation energy, and leaves
it unchanged exactly when the residual force of the old relaxed geometry vanishes on `T`. -/
theorem relaxationEnergy_mono (hK : IsStable K) (hST : S ⊆ T) {x : n → ℝ}
    (hx : IsRelaxed K f S x) :
    relaxationEnergy K f S ≤ relaxationEnergy K f T ∧
      (relaxationEnergy K f S = relaxationEnergy K f T ↔
        ∀ i ∈ T, residualForce K f x i = 0) := by
  have hxT : SupportedOn T x := fun i hi => hx.1 i (fun h => hi (hST h))
  obtain ⟨z, hz⟩ := (existsUnique_isRelaxed hK f T).exists
  have hr := ((isRelaxed_iff hK).mp hz).2
  -- the two energies differ by the elastic energy of `x - z`
  have hd := energyGain_eq_sub hK.symm hz.1 hr hxT
  rw [relaxationEnergy_eq hx, relaxationEnergy_eq hz]
  refine ⟨hz.2 x hxT, fun h => ?_, fun h => ?_⟩
  · have hxz : x = z := by
      by_contra hne
      linarith [hK.pos (x - z) (sub_ne_zero.mpr hne)]
    rw [hxz]
    exact hr
  · have hT : IsRelaxed K f T x := (isRelaxed_iff hK).mpr ⟨hxT, h⟩
    exact le_antisymm (hz.2 x hxT) (hT.2 z hz.1)

/-- In a stable slab, a residual force `r` on a coordinate `i` of the larger set `T` guarantees
an additional relaxation energy of at least `r ^ 2 / (2 * K i i)`. -/
theorem relaxationEnergy_add_le (hK : IsStable K) (hST : S ⊆ T) {x : n → ℝ}
    (hx : IsRelaxed K f S x) {i : n} (hi : i ∈ T) :
    relaxationEnergy K f S + residualForce K f x i ^ 2 / (2 * K i i) ≤
      relaxationEnergy K f T := by
  classical
  have q : ∀ t : ℝ, (Pi.single i t : n → ℝ) ⬝ᵥ (K *ᵥ Pi.single i t) = t * (K i i * t) := by
    intro t
    simp [dotProduct, Matrix.mulVec, Pi.single_apply]
  have w : ∀ t : ℝ, residualForce K f x ⬝ᵥ Pi.single i t = residualForce K f x i * t := by
    intro t
    simp [dotProduct, Pi.single_apply]
  have hk : 0 < K i i := by
    have h := hK.pos (Pi.single i (1 : ℝ)) (fun h0 => by simpa using congrFun h0 i)
    rw [q] at h
    linarith
  obtain ⟨z, hz⟩ := (existsUnique_isRelaxed hK f T).exists
  -- trial displacement: move coordinate `i` alone to its own force balance
  have hs : SupportedOn T (x + Pi.single i (residualForce K f x i / K i i)) := by
    intro j hj
    have hji : j ≠ i := fun h => hj (h ▸ hi)
    simp [hx.1 j (fun h => hj (hST h)), hji]
  have h := hz.2 _ hs
  have ht : K i i * (residualForce K f x i / K i i) = residualForce K f x i := by
    field_simp
  have e : residualForce K f x i ^ 2 / (2 * K i i) =
      residualForce K f x i * (residualForce K f x i / K i i) / 2 := by ring
  rw [energyGain_add hK.symm, w, q, ht] at h
  rw [relaxationEnergy_eq hx, relaxationEnergy_eq hz, e]
  linarith

/-- For a stable slab with faces of positive area, freeing the larger set `T` strictly lowers
the surface energy exactly when some residual force on `T` is nonzero. -/
theorem surfaceEnergy_lt_iff (hK : IsStable K) (hST : S ⊆ T) {x : n → ℝ}
    (hx : IsRelaxed K f S x) (E₀ Eb : ℝ) {A : ℝ} (hA : 0 < A) :
    surfaceEnergy E₀ Eb A K f T < surfaceEnergy E₀ Eb A K f S ↔
      ∃ i ∈ T, residualForce K f x i ≠ 0 := by
  obtain ⟨hle, heq⟩ := relaxationEnergy_mono hK hST hx
  have h2 : 0 < 2 * A := by positivity
  have hc : ∀ b : ℝ, b / (2 * A) * (2 * A) = b := fun b => by field_simp
  unfold surfaceEnergy
  rw [div_lt_iff₀ h2, hc]
  constructor
  · intro h
    by_contra hn
    have := heq.mpr (fun i hi => by_contra fun h' => hn ⟨i, hi, h'⟩)
    linarith
  · rintro ⟨i, hi, hne⟩
    have := lt_of_le_of_ne hle (fun e => hne (heq.mp e i hi))
    linarith

end

end SlabRelaxation
```

```lean
#print axioms SlabRelaxation.relaxationEnergy_add_le
#print axioms SlabRelaxation.surfaceEnergy_lt_iff
```

```
'SlabRelaxation.relaxationEnergy_add_le' depends on axioms: [propext, Classical.choice, Quot.sound]
'SlabRelaxation.surfaceEnergy_lt_iff' depends on axioms: [propext, Classical.choice, Quot.sound]
```

## From force balance to the surface energy, lemma by lemma

`IsStable.nonneg` adds the case $x=0$ to positivity. `work_eq_zero` shows that a force vanishing on $S$ does no work on a displacement supported on $S$, because each term of the sum has a zero factor.

`energyGain_add` is the expansion of $G(x+d)$. Its steps `hs` and `hc` rewrite the two cross terms as $\langle Kx,d\rangle$; only `hs` needs symmetry. The rest is algebra, done by `ring`.

`exists_equilibrium` builds the map `L`. For injectivity it applies `work_eq_zero` to the force $Kx$ and the displacement $x$, which contradicts positivity unless $x=0$. `LinearMap.injective_iff_surjective` then provides the solution.

`energyGain_eq_sub` completes the square by putting $d=y-x$ into the expansion and removing the work term. `isRelaxed_iff` uses it in both directions. A balanced displacement is a maximiser because the elastic energy is nonnegative. Conversely, a maximiser is compared with the balanced displacement `z` from `exists_equilibrium`; if they differed, the maximiser would gain strictly less. No derivative is needed. The same comparison gives uniqueness in `existsUnique_isRelaxed`.

In `relaxationEnergy_mono`, `x` is $x_S$ and `z` is $x_T$. The inequality follows from the maximality of `z`, since `x` is an admissible competitor on $T$. If the energies agree, the elastic-energy formula `hd` forces `x = z`, and the residual force vanishes on $T$. If the residual force vanishes on $T$, `isRelaxed_iff` makes `x` a maximiser there too, and the two maxima coincide.

`relaxationEnergy_add_le` writes the one-coordinate move as `Pi.single i t`. The steps `q` and `w` compute its quadratic and linear terms, `hk` proves $K_{ii}>0$, and the maximality of `z` is applied to the trial displacement with $t=r_i/K_{ii}$.

Finally, `surfaceEnergy_lt_iff` multiplies out the positive factor $2A$, which turns a lower surface energy into a larger relaxation energy, and then applies the equality criterion.
